# A linear operator on polynomial wave functions that commutes with every position coordinate is multiplication by a polynomial

The wave functions here are polynomials in `n` Cartesian coordinates with complex coefficients, with no inner product or normalisation imposed. The theorem `eq_mulOp_of_comm_position` says that if a linear operator `T` on them commutes with multiplication by each coordinate, then `T` is itself multiplication by a polynomial, namely `T 1`, its value on the constant wave function 1. The attempt first turns the vanishing commutators into the rule that a coordinate can be pulled out through `T`. It then proves `T f = T 1 * f` by induction on how `f` is built: from constants, by sums, and by multiplication by a coordinate.

The failing Lean file:

```lean
import Mathlib

open MvPolynomial

namespace VelocityDeterminesHamiltonian

noncomputable section

/-- Polynomial wave functions in `n` Cartesian coordinates. -/
abbrev Wave (n : ℕ) := MvPolynomial (Fin n) ℂ

/-- Linear operators on polynomial wave functions. -/
abbrev Op (n : ℕ) := Module.End ℂ (Wave n)

variable {n : ℕ}

/-- Multiplication of the wave function by a polynomial `f`. -/
def mulOp (f : Wave n) : Op n := LinearMap.mulLeft ℂ f

/-- The position operator `x_k`. -/
def position (k : Fin n) : Op n := mulOp (X k)

/-- The commutator `[S, T] = S T - T S`. -/
def comm (S T : Op n) : Op n := S * T - T * S

/-- An operator that commutes with every position is multiplication by a polynomial,
namely its value on the constant wave function `1`. -/
theorem eq_mulOp_of_comm_position (T : Op n) (h : ∀ j, comm T (position j) = 0) :
    T = mulOp (T 1) := by
  have key : ∀ (j : Fin n) (f : Wave n), T (X j * f) = X j * T f := by
    intro j f
    have h1 : T (X j * f) - X j * T f = 0 := LinearMap.congr_fun (h j) f
    exact sub_eq_zero.mp h1
  refine LinearMap.ext fun f => ?_
  change T f = T 1 * f
  -- build the polynomial from constants, sums and multiplication by coordinates
  refine MvPolynomial.induction_on f ?_ ?_ ?_
  · intro a
    have ha : (C a : Wave n) = a • (1 : Wave n) := by
      rw [MvPolynomial.smul_eq_C_mul, mul_one]
    rw [ha, map_smul, mul_smul_comm, mul_one]
  · intro p q hp hq
    rw [map_add, hp, hq, mul_add]
  · intro p j hp
    rw [mul_comm p, key, hp]
    ring

end

end VelocityDeterminesHamiltonian
```

Compiling this gives:

```
Main.lean:37:2: error: Type mismatch
  induction_on f ?m.129 ?m.130 ?m.131
has type
  ?m.128 f
but is expected to have type
  T f = T 1 * f
```

After these edits no error is left:

```diff
@@ -35,12 +35,12 @@
   change T f = T 1 * f
   -- build the polynomial from constants, sums and multiplication by coordinates
-  refine MvPolynomial.induction_on f ?_ ?_ ?_
-  · intro a
+  induction f using MvPolynomial.induction_on
+  next a =>
     have ha : (C a : Wave n) = a • (1 : Wave n) := by
       rw [MvPolynomial.smul_eq_C_mul, mul_one]
     rw [ha, map_smul, mul_smul_comm, mul_one]
-  · intro p q hp hq
+  next p q hp hq =>
     rw [map_add, hp, hq, mul_add]
-  · intro p j hp
+  next p j hp =>
     rw [mul_comm p, key, hp]
     ring
```

Diagnosis. The conclusion of `MvPolynomial.induction_on` is a general property, the motive, applied to `f`. In the message the motive is the unknown `?m.128`, and `?m.129` to `?m.131` are the three cases still to be proved. Used as a term under `refine`, the lemma needed Lean to find the motive by matching `?m.128 f` with `T f = T 1 * f`. That match failed, though the message does not say at which step. The mathematical statement of the goal is not at fault.

The repair uses `induction f using MvPolynomial.induction_on`. This tactic forms the motive from the goal itself, by treating `f` as the variable, so it does not depend on the match that failed.

It also introduces each case's variables and hypotheses itself, so the old `intro` lines no longer fit. `next a =>`, `next p q hp hq =>` and `next p j hp =>` select the cases and give those items the names the proofs use. The proofs inside the cases are unchanged.
